# At fixed wave number, the momentum-relaxation integral for screened Coulomb scattering in the first Born approximation is proportional to the Brooks-Herring factor

Take a carrier of wave number k > 0, scattered elastically by a screened Coulomb potential with inverse screening length qs > 0 (a single symbol). Put b = 4k²/qs². In the first Born approximation, and with the factors in front of the integral left out, the angular integral that measures its loss of momentum is

∫₀^π (1 − cos t) sin t / (2k²(1 − cos t) + qs²)² dt = g(b)/(4k⁴), where g(b) = ln(1 + b) − b/(1 + b).

I also read that g is positive and increasing, is at most b²/2, and behaves like ln b − 1 for large b. I would like to see every step of this, and a proof that a computer has checked. Can both be done?

## Integrating over the squared momentum transfer

Yes. The identity holds for all k, qs > 0, and the stated properties of g hold for all b > 0, the last one as a limit b → ∞.

Turning a wave vector of length k through the angle t takes (k, 0) to (k cos t, k sin t) in the scattering plane. The squared momentum transfer, in units of ħ², is therefore

q² = (k cos t − k)² + (k sin t)² = 2k²(1 − cos t).

The integrand is the squared amplitude 1/(q² + qs²)², times the solid-angle factor sin t, times the weight 1 − cos t, which is the fraction of forward momentum lost in the collision. Put w = q² + qs². Then

dw = 2k² sin t dt and 1 − cos t = (w − qs²)/(2k²).

As t runs from 0 to π, w runs from qs² to 4k² + qs², so the integral becomes

1/(4k⁴) · ∫ (w − qs²)/w² dw = 1/(4k⁴) · [ln w + qs²/w].

Since (4k² + qs²)/qs² = 1 + b, the difference of the end values in the bracket is

ln(1 + b) + 1/(1 + b) − 1 = ln(1 + b) − b/(1 + b) = g(b).

## The factor at weak and strong screening

Differentiation gives

g′(b) = 1/(1 + b) − 1/(1 + b)² = b/(1 + b)².

This is positive for b > 0, so g is strictly increasing on b ≥ 0. Because g(0) = 0, it is also positive for b > 0.

For small b, which means strong screening or slow carriers, compare derivatives. For b ≥ 0,

b − 2b² ≤ b/(1 + b)² ≤ b.

The right-hand inequality holds because (1 + b)² ≥ 1. The left-hand one, multiplied by (1 + b)², reads b − 3b³ − 2b⁴ ≤ b. Integrating from 0 gives

b²/2 − 2b³/3 ≤ g(b) ≤ b²/2.

Dividing by b² and letting b → 0 shows that no constant smaller than 1/2 would do in the upper bound. Inserting b = 4k²/qs² into that bound shows that the transport integral is at most 2/qs⁴, whatever the value of k.

For large b, write

g(b) − (ln b − 1) = ln(1 + 1/b) + 1/(1 + b).

Both terms are positive and each is at most 1/b. The difference lies between 0 and 2/b, so it tends to zero.

## The Lean file

```lean
import Mathlib

open Real Filter Topology

namespace BrooksHerring

noncomputable section

/-- Squared momentum transfer (in units of ħ²) when a wave vector of length `k` is turned
through the angle `t`. -/
def transferSq (k t : ℝ) : ℝ := 2 * k ^ 2 * (1 - cos t)

/-- Angular integral of the squared screened Coulomb amplitude `1 / (q² + qs²)`, weighted by
`1 - cos t` for momentum relaxation; the domain is `qs ≠ 0`. -/
def transportIntegral (k qs : ℝ) : ℝ :=
  ∫ t in (0 : ℝ)..π, (1 - cos t) * sin t / (transferSq k t + qs ^ 2) ^ 2

/-- The Brooks-Herring factor `ln (1 + b) - b / (1 + b)`, with domain `b > -1`. -/
def bhFactor (b : ℝ) : ℝ := log (1 + b) - b / (1 + b)

/-- The squared distance between the wave vectors `(k, 0)` and `(k cos t, k sin t)` is the
squared momentum transfer. -/
theorem transferSq_eq_dist (k t : ℝ) :
    (k * cos t - k) ^ 2 + (k * sin t) ^ 2 = transferSq k t := by
  unfold transferSq
  linear_combination k ^ 2 * sin_sq_add_cos_sq t

/-- For `k, qs > 0` the transport integral of the screened Coulomb potential is the
Brooks-Herring factor at `b = 4k²/qs²`, divided by `4k⁴`. -/
theorem transportIntegral_eq {k qs : ℝ} (hk : 0 < k) (hq : 0 < qs) :
    transportIntegral k qs = bhFactor (4 * k ^ 2 / qs ^ 2) / (4 * k ^ 4) := by
  have hq2 : qs ^ 2 ≠ 0 := by positivity
  have hA : 4 * k ^ 2 + qs ^ 2 ≠ 0 := by positivity
  have hw : ∀ t, 0 < transferSq k t + qs ^ 2 := by
    intro t
    have h1 : 0 ≤ 2 * k ^ 2 * (1 - cos t) :=
      mul_nonneg (by positivity) (by linarith [cos_le_one t])
    have h2 := pow_pos hq 2
    unfold transferSq
    linarith
  have hd : ∀ t, HasDerivAt (fun t => transferSq k t + qs ^ 2) (2 * k ^ 2 * sin t) t := by
    intro t
    unfold transferSq
    have h := (((Real.hasDerivAt_cos t).const_sub 1).const_mul (2 * k ^ 2)).add_const (qs ^ 2)
    exact h.congr_deriv (by ring)
  have alg : ∀ W s c : ℝ, W ≠ 0 → W = 2 * k ^ 2 * (1 - c) + qs ^ 2 →
      (2 * k ^ 2 * s / W + (0 * W - qs ^ 2 * (2 * k ^ 2 * s)) / W ^ 2) / (4 * k ^ 4)
        = (1 - c) * s / W ^ 2 := by
    intro W s c hW h
    have hc : 1 - c = (W - qs ^ 2) / (2 * k ^ 2) :=
      eq_div_of_mul_eq (by positivity) (by linear_combination -h)
    rw [hc]
    field_simp
    ring
  -- the antiderivative, written in the variable q² + qs²
  have hF : ∀ t, HasDerivAt
      (fun t => (log (transferSq k t + qs ^ 2) + qs ^ 2 / (transferSq k t + qs ^ 2))
        / (4 * k ^ 4))
      ((1 - cos t) * sin t / (transferSq k t + qs ^ 2) ^ 2) t := by
    intro t
    have h := (((hd t).log (hw t).ne').fun_add
      ((hasDerivAt_const t (qs ^ 2)).fun_div (hd t) (hw t).ne')).div_const (4 * k ^ 4)
    exact h.congr_deriv (alg _ _ _ (hw t).ne' rfl)
  have hcont : Continuous
      (fun t => (1 - cos t) * sin t / (transferSq k t + qs ^ 2) ^ 2) :=
    Continuous.div (by fun_prop) (by unfold transferSq; fun_prop)
      (fun t => (pow_pos (hw t) 2).ne')
  have hpi : transferSq k π = 4 * k ^ 2 := by
    unfold transferSq
    rw [cos_pi]
    ring
  have h0 : transferSq k 0 = 0 := by
    unfold transferSq
    rw [cos_zero]
    ring
  have hsum : 1 + 4 * k ^ 2 / qs ^ 2 = (4 * k ^ 2 + qs ^ 2) / qs ^ 2 := by
    rw [add_div, div_self hq2]
    ring
  have frac : 4 * k ^ 2 / qs ^ 2 / ((4 * k ^ 2 + qs ^ 2) / qs ^ 2)
      = 1 - qs ^ 2 / (4 * k ^ 2 + qs ^ 2) := by
    field_simp
    ring
  -- the antiderivative at t = π minus its value at t = 0
  unfold transportIntegral
  rw [intervalIntegral.integral_eq_sub_of_hasDerivAt (fun t _ => hF t)
    (hcont.intervalIntegrable _ _)]
  simp only [bhFactor, hpi, h0, zero_add]
  rw [hsum, log_div hA hq2, frac, div_self hq2]
  ring

/-- For `b ≥ 0` the Brooks-Herring factor has the derivative `b / (1 + b)²`. -/
theorem hasDerivAt_bhFactor {b : ℝ} (hb : 0 ≤ b) :
    HasDerivAt bhFactor (b / (1 + b) ^ 2) b := by
  have hne : 1 + b ≠ 0 := by positivity
  have h1 : HasDerivAt (fun x : ℝ => 1 + x) 1 b := (hasDerivAt_id' b).const_add 1
  have h := (h1.log hne).fun_sub ((hasDerivAt_id' b).fun_div h1 hne)
  exact h.congr_deriv (by field_simp; ring)

/-- The Brooks-Herring factor is strictly increasing on `b ≥ 0`. -/
theorem bhFactor_strictMonoOn : StrictMonoOn bhFactor (Set.Ici 0) := by
  apply strictMonoOn_of_deriv_pos (convex_Ici 0)
  · exact fun x hx => (hasDerivAt_bhFactor hx).continuousAt.continuousWithinAt
  · intro x hx
    have hx' : 0 < x := by simpa using hx
    rw [(hasDerivAt_bhFactor hx'.le).deriv]
    positivity

/-- The Brooks-Herring factor is positive for `b > 0`. -/
theorem bhFactor_pos {b : ℝ} (hb : 0 < b) : 0 < bhFactor b := by
  have h := bhFactor_strictMonoOn (Set.mem_Ici.2 le_rfl) (Set.mem_Ici.2 hb.le) hb
  have h0 : bhFactor 0 = 0 := by simp [bhFactor]
  rwa [h0] at h

/-- A function that vanishes at zero and has a nonnegative derivative on `x ≥ 0` is
nonnegative there. -/
theorem nonneg_of_hasDerivAt {f f' : ℝ → ℝ} (hf : ∀ x, 0 ≤ x → HasDerivAt f (f' x) x)
    (hf' : ∀ x, 0 ≤ x → 0 ≤ f' x) (h0 : f 0 = 0) {b : ℝ} (hb : 0 ≤ b) : 0 ≤ f b := by
  have hm : MonotoneOn f (Set.Ici 0) := by
    apply monotoneOn_of_deriv_nonneg (convex_Ici 0)
    · exact fun x hx => (hf x hx).continuousAt.continuousWithinAt
    · exact fun x hx =>
        (hf x (interior_subset hx)).differentiableAt.differentiableWithinAt
    · intro x hx
      rw [(hf x (interior_subset hx)).deriv]
      exact hf' x (interior_subset hx)
  have h := hm (Set.mem_Ici.2 le_rfl) (Set.mem_Ici.2 hb) hb
  rwa [h0] at h

/-- For `b ≥ 0` the Brooks-Herring factor is at most `b²/2`, and falls short of it by at most
`2b³/3`. -/
theorem bhFactor_bounds {b : ℝ} (hb : 0 ≤ b) :
    b ^ 2 / 2 - 2 / 3 * b ^ 3 ≤ bhFactor b ∧ bhFactor b ≤ b ^ 2 / 2 := by
  have sq : ∀ x : ℝ, HasDerivAt (fun x : ℝ => x * x) (1 * x + x * 1) x :=
    fun x => (hasDerivAt_id' x).fun_mul (hasDerivAt_id' x)
  constructor
  · have h := nonneg_of_hasDerivAt
      (f := fun x => bhFactor x - (x * x / 2 - 2 / 3 * (x * x * x)))
      (f' := fun x => x / (1 + x) ^ 2 - (x - 2 * x ^ 2))
      (fun x hx => ((hasDerivAt_bhFactor hx).fun_sub (((sq x).div_const 2).fun_sub
        (((sq x).fun_mul (hasDerivAt_id' x)).const_mul (2 / 3)))).congr_deriv (by ring))
      (fun x hx => by
        have h1 : x - 2 * x ^ 2 ≤ x / (1 + x) ^ 2 := by
          rw [le_div_iff₀ (by positivity)]
          nlinarith [pow_nonneg hx 3, pow_nonneg hx 4]
        exact sub_nonneg.2 h1)
      (by simp [bhFactor]) hb
    linarith
  · have h := nonneg_of_hasDerivAt
      (f := fun x => x * x / 2 - bhFactor x) (f' := fun x => x - x / (1 + x) ^ 2)
      (fun x hx => (((sq x).div_const 2).fun_sub
        (hasDerivAt_bhFactor hx)).congr_deriv (by ring))
      (fun x hx => sub_nonneg.2 (div_le_self hx (one_le_pow₀ (by linarith))))
      (by simp [bhFactor]) hb
    linarith

/-- For `k, qs > 0` the transport integral is at most `2/qs⁴`. -/
theorem transportIntegral_le {k qs : ℝ} (hk : 0 < k) (hq : 0 < qs) :
    transportIntegral k qs ≤ 2 / qs ^ 4 := by
  have h := (bhFactor_bounds (b := 4 * k ^ 2 / qs ^ 2) (by positivity)).2
  rw [transportIntegral_eq hk hq]
  calc bhFactor (4 * k ^ 2 / qs ^ 2) / (4 * k ^ 4)
      ≤ ((4 * k ^ 2 / qs ^ 2) ^ 2 / 2) / (4 * k ^ 4) := by gcongr
    _ = 2 / qs ^ 4 := by field_simp; ring

/-- For `b > 0` the Brooks-Herring factor exceeds `ln b - 1`, by at most `2/b`. -/
theorem bhFactor_sub_log_bounds {b : ℝ} (hb : 0 < b) :
    0 < bhFactor b - (log b - 1) ∧ bhFactor b - (log b - 1) ≤ 2 / b := by
  have hp : 0 < 1 + b := by positivity
  unfold bhFactor
  constructor
  · have h1 := Real.log_lt_log hb (show b < 1 + b by linarith)
    have h2 : b / (1 + b) < 1 := (div_lt_one hp).2 (by linarith)
    linarith
  · have h1 := Real.log_le_sub_one_of_pos (div_pos hp hb)
    rw [log_div hp.ne' hb.ne', add_div, div_self hb.ne'] at h1
    have h2 : 1 - b / (1 + b) = 1 / (1 + b) := by field_simp; ring
    have h3 : 1 / (1 + b) ≤ 1 / b := one_div_le_one_div_of_le hb (by linarith)
    have h4 : 2 / b = 1 / b + 1 / b := by ring
    linarith

/-- The difference between the Brooks-Herring factor and `ln b - 1` tends to zero as `b`
tends to infinity. -/
theorem bhFactor_sub_log_tendsto :
    Tendsto (fun b => bhFactor b - (log b - 1)) atTop (𝓝 0) := by
  have hlim : Tendsto (fun b : ℝ => 2 / b) atTop (𝓝 0) :=
    tendsto_const_nhds.div_atTop tendsto_id
  refine squeeze_zero' ?_ ?_ hlim
  · filter_upwards [eventually_gt_atTop 0] with b hb
    exact (bhFactor_sub_log_bounds hb).1.le
  · filter_upwards [eventually_gt_atTop 0] with b hb
    exact (bhFactor_sub_log_bounds hb).2

end

end BrooksHerring
```

```lean
#print axioms BrooksHerring.transportIntegral_eq
#print axioms BrooksHerring.bhFactor_pos
#print axioms BrooksHerring.transportIntegral_le
#print axioms BrooksHerring.bhFactor_sub_log_tendsto
```

```
'BrooksHerring.transportIntegral_eq' depends on axioms: [propext, Classical.choice, Quot.sound]
'BrooksHerring.bhFactor_pos' depends on axioms: [propext, Classical.choice, Quot.sound]
'BrooksHerring.transportIntegral_le' depends on axioms: [propext, Classical.choice, Quot.sound]
'BrooksHerring.bhFactor_sub_log_tendsto' depends on axioms: [propext, Classical.choice, Quot.sound]
```

## What the definitions and theorems say

`transferSq k t` is q², and `transferSq_eq_dist` confirms it from the components of the two wave vectors. `transportIntegral k qs` is the angular integral, with t as the scattering angle in radians. `bhFactor` is g, and `log` is the natural logarithm. All quantities are real numbers, so units have to be kept consistent by the reader: k and qs are both inverse lengths, and b is dimensionless.

`transportIntegral_eq` is the closed form, under the hypotheses `0 < k` and `0 < qs`. The second hypothesis stands for the screening by mobile charge, which keeps the amplitude finite in the forward direction. The value of qs is an input; no screening theory is used to compute it from a carrier density or a temperature.

`hasDerivAt_bhFactor` gives the derivative b/(1 + b)² for b ≥ 0. The other theorems about g are:

- `bhFactor_strictMonoOn` and `bhFactor_pos` give strict growth on b ≥ 0 and positivity for b > 0.
- `bhFactor_bounds` gives the two polynomial bounds for b ≥ 0.
- `bhFactor_sub_log_bounds` gives the bounds 0 and 2/b for b > 0, and `bhFactor_sub_log_tendsto` the limit.

`transportIntegral_le` is the bound 2/qs⁴.

The form of the amplitude is that of the first Born approximation for a single screened charge, and it is put in by definition. The impurity density, the charge, the dielectric constant, the density of states and the azimuthal factor 2π are left out. The Brooks-Herring mobility needs all of these and an average over carrier energies as well, whereas the theorems treat one wave number at a time. In a relaxation-time calculation with an isotropic parabolic band and Born scattering from ionised impurities, each with the screened potential above and a qs that does not depend on q, the closed form can replace the numerical angular integration in the momentum relaxation rate.

## How Lean follows the calculation

In `transportIntegral_eq`, the substitution appears as an antiderivative in t. The step `hw` shows that w is positive, so the logarithm and the quotients can be differentiated. The step `hd` is dw/dt = 2k² sin t. With these, `hF` states that (ln w + qs²/w)/(4k⁴) has the integrand as its derivative; the algebra behind this is in `alg`, which uses 1 − cos t = (w − qs²)/(2k²) as above. Continuity of the integrand, `hcont`, makes it integrable, and `intervalIntegral.integral_eq_sub_of_hasDerivAt` is the fundamental theorem of calculus. The end values of q² come from `hpi` and `h0`, and the last rewriting expresses g(b) through k and qs, so that the two sides can be compared.

`hasDerivAt_bhFactor` computes g′. Strict growth follows from the criterion that a continuous function with positive derivative in the interior is strictly increasing, and positivity from comparing b with 0.

The integration of inequalities is done by `nonneg_of_hasDerivAt`: a function that starts at zero and has a nonnegative derivative stays nonnegative. `bhFactor_bounds` applies it twice, to g(b) − (b²/2 − 2b³/3) and to b²/2 − g(b). In the first case `nlinarith` is given the facts x³ ≥ 0 and x⁴ ≥ 0, which are what the comparison of b − 3b³ − 2b⁴ with b requires. `transportIntegral_le` then combines the upper bound with the closed form.

For large b, the lower bound uses ln b < ln(1 + b) and b/(1 + b) < 1. The upper bound applies ln x ≤ x − 1 to x = (1 + b)/b, which gives ln(1 + 1/b) ≤ 1/b. Finally, `squeeze_zero'` traps the difference between 0 and 2/b.

## The same integral without the momentum weight

If the weight 1 − cos t is removed, the integral counts all collisions equally, as the total scattering rate does. The same substitution gives

∫₀^π sin t / (2k²(1 − cos t) + qs²)² dt = 1/(2k²) · [1/qs² − 1/(4k² + qs²)] = 2/(qs²(4k² + qs²)).

This variant is a calculation by hand and does not appear in the file. Dividing the weighted integral by it gives 2(1 + b)g(b)/b², the mean of 1 − cos t over collisions. The ratio tends to 1 as b → 0, where scattering becomes isotropic, and to 0 as b → ∞, where most collisions deflect the carrier only slightly.
